# Approximate Kramers degeneracy: if time reversal squares to −1, two levels lie within the symmetry defect of every eigenvalue

After a band calculation with spin–orbit coupling for a non-magnetic crystal, the levels at a time-reversal-invariant momentum can be grouped into Kramers doublets. If interpolation or truncation has slightly broken the symmetry of the Hamiltonian matrix, the two members of a doublet can separate, and the grouping then needs a tolerance. The Hamiltonian matrix and the time-reversal operation together give a distance within which every level is sure to have a neighbour.

Let $H$ be the Hermitian matrix and let time reversal act on states as $Tv = U\bar v$, with $U$ unitary and $U\bar U=-1$, as for an odd number of spin-½ particles. Put $D = HU-U\bar H$. If $\|D\|\le d$, then at least two eigenvalues of $H$, counted with multiplicity and with $E$ itself included, lie within $d$ of any given eigenvalue $E$. This holds for finite matrices in an orthonormal basis; how close their levels are to those of the full crystal Hamiltonian is a separate question.

## States, time reversal and the symmetry defect

In Lean 4 with Mathlib:

```lean
import Mathlib

open Matrix
open scoped Matrix.Norms.L2Operator

namespace ApproximateKramers

noncomputable section

variable {n : Type*} [Fintype n] [DecidableEq n]
```

The finite type `n` labels the basis states. With the `L2Operator` norm opened here, `‖A‖` for a matrix $A$ is its largest singular value.

```lean
/-- The time-reversed state `U conj(v)` of a state `v`. -/
def reversed (U : Matrix n n ℂ) (v : EuclideanSpace ℂ n) : EuclideanSpace ℂ n :=
  WithLp.toLp 2 (U *ᵥ star v.ofLp)
```

This is $Tv=U\bar v$. The type `EuclideanSpace ℂ n` is $\mathbb C^n$ with its usual inner product; `WithLp.toLp 2` and `.ofLp` pass between such a vector and its plain list of components. The symbol `*ᵥ` is matrix times vector, and `star` on a vector conjugates each component.

```lean
/-- The symmetry defect `H U - U conj(H)` of a Hamiltonian `H` under the time reversal
`v ↦ U conj(v)`. -/
def defect (H U : Matrix n n ℂ) : Matrix n n ℂ := H * U - U * H.map star
```

This is $D$, with `H.map star` for the entrywise conjugate $\bar H$. Since $(HT-TH)v=D\bar v$, the norm of $D$ measures how far $H$ is from commuting with time reversal. The word "defect" has nothing to do with crystal defects here.

## The reversed state

```lean
/-- A unitary `U` with `U conj(U) = -1` is an antisymmetric matrix. -/
theorem transpose_eq_neg {U : Matrix n n ℂ} (hU : U ∈ unitaryGroup n ℂ)
    (hK : U * U.map star = -1) : Uᵀ = -U := by
  have h1 : Uᴴ * U = 1 := mem_unitaryGroup_iff'.1 hU
  have h : U.map star = -Uᴴ := by
    calc U.map star = Uᴴ * U * U.map star := by rw [h1, one_mul]
      _ = -Uᴴ := by rw [mul_assoc, hK, mul_neg, mul_one]
  ext i j
  have e : star (U j i) = -star (U i j) := congrFun (congrFun h j) i
  apply star_injective
  change star (U j i) = star (-(U i j))
  rw [star_neg]
  exact e
```

The claim is $U^{T}=-U$. Multiply $U\bar U=-1$ from the left by $U^\dagger$ and use $U^\dagger U=1$ to get $\bar U=-U^\dagger$. Complex conjugation gives $U=-U^{T}$. The `calc` block is the multiplication; the remaining lines compare entries and remove the conjugation.

```lean
/-- Time reversal with a unitary `U` preserves the norm of a state. -/
theorem norm_reversed {U : Matrix n n ℂ} (hU : U ∈ unitaryGroup n ℂ)
    (v : EuclideanSpace ℂ n) : ‖reversed U v‖ = ‖v‖ := by
  have h1 : Uᴴ * U = 1 := mem_unitaryGroup_iff'.1 hU
  have key : inner ℂ (reversed U v) (reversed U v) = inner ℂ v v := by
    rw [EuclideanSpace.inner_eq_star_dotProduct, EuclideanSpace.inner_eq_star_dotProduct]
    change (U *ᵥ star v.ofLp) ⬝ᵥ star (U *ᵥ star v.ofLp) = v.ofLp ⬝ᵥ star v.ofLp
    rw [dotProduct_comm, Matrix.star_mulVec, ← Matrix.dotProduct_mulVec,
      Matrix.mulVec_mulVec, h1, Matrix.one_mulVec, star_star]
  rw [inner_self_eq_norm_sq_to_K, inner_self_eq_norm_sq_to_K] at key
  have h2 : ‖reversed U v‖ ^ 2 = ‖v‖ ^ 2 := by exact_mod_cast key
  exact (sq_eq_sq₀ (norm_nonneg _) (norm_nonneg _)).1 h2
```

Time reversal keeps the norm:
$$\|U\bar v\|^2=\bar v^\dagger U^\dagger U\bar v=\bar v^\dagger\bar v=\|v\|^2 .$$
The statement `key` is this identity for inner products, and the last lines take the square root.

```lean
/-- If `H v = E v` with `E` real, the time-reversed state satisfies the same eigenvalue equation
up to an error of norm at most the norm of the symmetry defect times the norm of `v`. -/
theorem residual_le (H U : Matrix n n ℂ) {v : EuclideanSpace ℂ n} {E : ℝ}
    (hv : H *ᵥ v.ofLp = (E : ℂ) • v.ofLp) :
    ‖(WithLp.toLp 2 (H *ᵥ (reversed U v).ofLp) : EuclideanSpace ℂ n)
      - (E : ℂ) • reversed U v‖ ≤ ‖defect H U‖ * ‖v‖ := by
  have hc : H.map star *ᵥ star v.ofLp = (E : ℂ) • star v.ofLp := by
    have h : H.map star *ᵥ star v.ofLp = star (H *ᵥ v.ofLp) := by
      ext i
      simp [Matrix.mulVec, dotProduct]
    rw [h, hv, star_smul, Complex.star_def, Complex.conj_ofReal]
  -- the error is the defect acting on the conjugate state
  have e : H *ᵥ (U *ᵥ star v.ofLp) - (E : ℂ) • (U *ᵥ star v.ofLp)
      = defect H U *ᵥ star v.ofLp := by
    rw [defect, Matrix.sub_mulVec, ← Matrix.mulVec_mulVec, ← Matrix.mulVec_mulVec, hc,
      Matrix.mulVec_smul]
  have b := Matrix.l2_opNorm_mulVec (defect H U)
    (WithLp.toLp 2 (star v.ofLp) : EuclideanSpace ℂ n)
  have hn : ‖(WithLp.toLp 2 (star v.ofLp) : EuclideanSpace ℂ n)‖ = ‖v‖ := by
    simp [EuclideanSpace.norm_eq]
  rw [hn] at b
  change ‖(WithLp.toLp 2 (H *ᵥ (U *ᵥ star v.ofLp) - (E : ℂ) • (U *ᵥ star v.ofLp)) :
    EuclideanSpace ℂ n)‖ ≤ _
  rw [e]
  exact b
```

Suppose $Hv=Ev$ with $E$ real. Conjugation gives $\bar H\bar v=E\bar v$, which is `hc`. Therefore
$$HTv-E\,Tv=HU\bar v-U(E\bar v)=(HU-U\bar H)\bar v=D\bar v ,$$
which is `e`. The operator norm then bounds the error by $\|D\|\,\|\bar v\|=\|D\|\,\|v\|$. The reversed state is thus an approximate eigenvector at the same energy.

## A second level from a small residual

```lean
omit [DecidableEq n] in
/-- A nonzero state overlaps with some member of every orthonormal basis. -/
theorem exists_overlap (b : OrthonormalBasis n ℂ (EuclideanSpace ℂ n))
    {w : EuclideanSpace ℂ n} (hw : w ≠ 0) : ∃ j, inner ℂ (b j) w ≠ 0 := by
  by_contra hn
  simp only [ne_eq, not_exists, not_not] at hn
  exact hw (b.repr.injective (by ext j; simp [b.repr_apply_apply, hn]))
```

If all overlaps of $w$ with an orthonormal basis vanished, all its coordinates would be zero, and so would $w$.

```lean
/-- In the eigenbasis of a Hermitian `H`, acting with `H` multiplies each amplitude by the
corresponding eigenvalue. -/
theorem overlap_mulVec {H : Matrix n n ℂ} (hH : H.IsHermitian) (j : n)
    (x : EuclideanSpace ℂ n) :
    inner ℂ (hH.eigenvectorBasis j) (WithLp.toLp 2 (H *ᵥ x.ofLp))
      = (hH.eigenvalues j : ℂ) * inner ℂ (hH.eigenvectorBasis j) x := by
  have h : star (hH.eigenvectorBasis j).ofLp ᵥ* H
      = (hH.eigenvalues j : ℂ) • star (hH.eigenvectorBasis j).ofLp := by
    have h0 := congrArg star (hH.mulVec_eigenvectorBasis j)
    rw [Matrix.star_mulVec, hH.eq] at h0
    rw [h0]
    ext k
    simp
  rw [EuclideanSpace.inner_eq_star_dotProduct, EuclideanSpace.inner_eq_star_dotProduct]
  change (H *ᵥ x.ofLp) ⬝ᵥ star (hH.eigenvectorBasis j).ofLp = _
  rw [dotProduct_comm, Matrix.dotProduct_mulVec, h, smul_dotProduct, smul_eq_mul,
    dotProduct_comm]
```

Write $u_j$ for the $j$-th eigenvector (`eigenvectorBasis j`) and $\varepsilon_j$ for its eigenvalue (`eigenvalues j`). The claim is $\langle u_j|Hx\rangle=\varepsilon_j\langle u_j|x\rangle$. It follows by taking the adjoint of $Hu_j=\varepsilon_ju_j$, which gives $u_j^\dagger H=\varepsilon_ju_j^\dagger$ because $H$ is Hermitian and $\varepsilon_j$ is real; this is `h`.

```lean
/-- Let a nonzero trial state `w` be orthogonal to the `i`-th eigenvector of a Hermitian `H` and
satisfy `‖H w - E w‖ ≤ d ‖w‖`. Then a level other than the `i`-th lies within `d` of `E`. -/
theorem exists_other_level {H : Matrix n n ℂ} (hH : H.IsHermitian) {i : n} {E d : ℝ}
    {w : EuclideanSpace ℂ n} (hw : w ≠ 0) (hi : inner ℂ (hH.eigenvectorBasis i) w = 0)
    (hr : ‖(WithLp.toLp 2 (H *ᵥ w.ofLp) : EuclideanSpace ℂ n) - (E : ℂ) • w‖ ≤ d * ‖w‖) :
    ∃ j, j ≠ i ∧ |hH.eigenvalues j - E| ≤ d := by
  by_contra hcon
  have h : ∀ j, j ≠ i → d < |hH.eigenvalues j - E| :=
    fun j hj => lt_of_not_ge fun hl => hcon ⟨j, hj, hl⟩
  have hd : 0 ≤ d := by
    by_contra hneg
    have h1 := mul_neg_of_neg_of_pos (lt_of_not_ge hneg) (norm_pos_iff.2 hw)
    linarith [(norm_nonneg _).trans hr]
  have P : ∀ x : EuclideanSpace ℂ n,
      ‖x‖ ^ 2 = ∑ j, ‖inner ℂ (hH.eigenvectorBasis j) x‖ ^ 2 := by
    intro x
    rw [← hH.eigenvectorBasis.repr.norm_map x, EuclideanSpace.norm_sq_eq]
    simp only [OrthonormalBasis.repr_apply_apply]
  have hc : ∀ j, ‖inner ℂ (hH.eigenvectorBasis j)
      ((WithLp.toLp 2 (H *ᵥ w.ofLp) : EuclideanSpace ℂ n) - (E : ℂ) • w)‖
      = |hH.eigenvalues j - E| * ‖inner ℂ (hH.eigenvectorBasis j) w‖ := by
    intro j
    rw [inner_sub_right, inner_smul_right, overlap_mulVec, ← sub_mul, norm_mul,
      ← Complex.ofReal_sub, Complex.norm_real, Real.norm_eq_abs]
  -- if all other levels were farther away, the residual would be too large
  have hlt : (d * ‖w‖) ^ 2
      < ‖(WithLp.toLp 2 (H *ᵥ w.ofLp) : EuclideanSpace ℂ n) - (E : ℂ) • w‖ ^ 2 := by
    rw [mul_pow, P w, P (_ - _), Finset.mul_sum]
    apply Finset.sum_lt_sum
    · intro j _
      rw [hc, mul_pow]
      by_cases hji : j = i
      · rw [hji, hi]
        simp
      · exact mul_le_mul_of_nonneg_right (pow_le_pow_left₀ hd (h j hji).le 2) (sq_nonneg _)
    · obtain ⟨j, hj⟩ := exists_overlap hH.eigenvectorBasis hw
      have hji : j ≠ i := fun e => hj (e ▸ hi)
      refine ⟨j, Finset.mem_univ _, ?_⟩
      rw [hc, mul_pow]
      exact mul_lt_mul_of_pos_right (pow_lt_pow_left₀ (h j hji) hd two_ne_zero)
        (pow_pos (norm_pos_iff.2 hj) 2)
  exact absurd (pow_le_pow_left₀ (norm_nonneg _) hr 2) (not_le_of_gt hlt)
```

Here $w\neq0$ is orthogonal to $u_i$ and satisfies $\|Hw-Ew\|\le d\|w\|$. With $c_j=\langle u_j|w\rangle$, so that $c_i=0$,
$$\|Hw-Ew\|^2=\sum_j(\varepsilon_j-E)^2|c_j|^2,\qquad \|w\|^2=\sum_j|c_j|^2 .$$
Suppose every level with $j\ne i$ were farther than $d$ from $E$. The residual bound forces $d\ge0$, so each term of the first sum is at least $d^2|c_j|^2$; for $j=i$ both are zero. Some $c_j$ is nonzero, necessarily with $j\neq i$, and there the inequality is strict. Summing gives $\|Hw-Ew\|^2>d^2\|w\|^2$, a contradiction.

In the code, `P` is the sum rule for the norm, `hc` gives the amplitudes of the residual, and `hlt` is the strict inequality obtained from `Finset.sum_lt_sum`.

## Two levels within the defect norm

```lean
/-- Approximate Kramers theorem: let `U` be unitary with `U conj(U) = -1` and let `H` be Hermitian
with symmetry defect of operator norm at most `d`. Then at least two eigenvalues of `H`, counted
with multiplicity, lie within `d` of any given eigenvalue `E`. -/
theorem approximate_kramers {H U : Matrix n n ℂ} (hH : H.IsHermitian)
    (hU : U ∈ unitaryGroup n ℂ) (hK : U * U.map star = -1) {d : ℝ} (hd : ‖defect H U‖ ≤ d)
    {E : ℝ} {v : n → ℂ} (hv0 : v ≠ 0) (hv : H *ᵥ v = (E : ℂ) • v) :
    2 ≤ (Finset.univ.filter fun j => |hH.eigenvalues j - E| ≤ d).card := by
  -- `E` is one of the listed levels
  have hv1 : (WithLp.toLp 2 v : EuclideanSpace ℂ n) ≠ 0 :=
    fun h => hv0 (congrArg WithLp.ofLp h)
  obtain ⟨i, hi⟩ := exists_overlap hH.eigenvectorBasis hv1
  have c := overlap_mulVec hH i (WithLp.toLp 2 v)
  change inner ℂ (hH.eigenvectorBasis i) (WithLp.toLp 2 (H *ᵥ v)) = _ at c
  rw [hv, WithLp.toLp_smul, inner_smul_right] at c
  have hE : E = hH.eigenvalues i := Complex.ofReal_injective (mul_right_cancel₀ hi c)
  have hb : H *ᵥ (hH.eigenvectorBasis i).ofLp
      = (E : ℂ) • (hH.eigenvectorBasis i).ofLp := by
    rw [hH.mulVec_eigenvectorBasis i, hE]
    ext k
    simp
  -- the reversed eigenvector is orthogonal to the eigenvector, as `U` is antisymmetric
  have horth : inner ℂ (hH.eigenvectorBasis i) (reversed U (hH.eigenvectorBasis i)) = 0 := by
    rw [EuclideanSpace.inner_eq_star_dotProduct]
    change (U *ᵥ star (hH.eigenvectorBasis i).ofLp) ⬝ᵥ star (hH.eigenvectorBasis i).ofLp = 0
    generalize star (hH.eigenvectorBasis i).ofLp = x
    have hs : (U *ᵥ x) ⬝ᵥ x = -((U *ᵥ x) ⬝ᵥ x) := by
      calc (U *ᵥ x) ⬝ᵥ x = x ⬝ᵥ (U *ᵥ x) := dotProduct_comm _ _
        _ = (Uᵀ *ᵥ x) ⬝ᵥ x := by rw [Matrix.dotProduct_mulVec, Matrix.mulVec_transpose]
        _ = -((U *ᵥ x) ⬝ᵥ x) := by
          rw [transpose_eq_neg hU hK, Matrix.neg_mulVec, neg_dotProduct]
    linear_combination hs / 2
  have hnorm := norm_reversed hU (hH.eigenvectorBasis i)
  have hne : reversed U (hH.eigenvectorBasis i) ≠ 0 := by
    rw [← norm_pos_iff, hnorm, hH.eigenvectorBasis.orthonormal.1 i]
    exact one_pos
  have hres := (residual_le H U hb).trans (mul_le_mul_of_nonneg_right hd (norm_nonneg _))
  rw [← hnorm] at hres
  obtain ⟨j, hji, hj⟩ := exists_other_level hH hne horth hres
  have hi' : |hH.eigenvalues i - E| ≤ d := by
    rw [hE, sub_self, abs_zero]
    exact (norm_nonneg _).trans hd
  exact Finset.one_lt_card.2 ⟨i, by simpa using hi', j, by simpa using hj, hji.symm⟩
```

The hypotheses say that $H$ is Hermitian, $U$ is unitary, $U\bar U=-1$, $\|D\|\le d$, and $E$ is an eigenvalue with eigenvector $v\ne0$. The conclusion counts the labels $j$ with $|\varepsilon_j-E|\le d$ and finds at least two. Counting labels is counting with multiplicity.

The argument by hand has three steps.

1. Some $u_i$ overlaps with $v$. Then $E\langle u_i|v\rangle=\varepsilon_i\langle u_i|v\rangle$ gives $E=\varepsilon_i$, which is `hE`. From here on $u_i$ replaces $v$.
2. Put $x=\bar u_i$. Antisymmetry gives
$$\langle u_i|Tu_i\rangle=x^{T}Ux=x^{T}U^{T}x=-x^{T}Ux ,$$
so the overlap is zero; this is `horth`.
3. The state $Tu_i$ has norm one and residual at most $d$ (`hnorm` and `hres`), so `exists_other_level` supplies a level $j\neq i$ within $d$ of $E$. Level $i$ is at distance zero, and the two together make the count.

For $d=0$ this says that every level is at least doubly degenerate. Exact symmetry in fact makes every multiplicity even, which is more than a count of at least two. For $d>0$, likewise, the theorem gives each level a neighbour but does not sort the spectrum into disjoint pairs.

The same argument applies to an ordinary unitary symmetry $S$. If $\|HS-SH\|\le d$ and $Su_i$ is orthogonal to $u_i$, then $Su_i$ is the trial state, and a second level lies within $d$ of $\varepsilon_i$.

## A spin one-half in a field attains the bound

Taking determinants in $U\bar U=-1$ gives $|\det U|^2=(-1)^N$ for $N$ basis states, so $N$ is even. The smallest nonempty case, $N=2$, is realised by a single spin one-half.

```lean
/-- The Hamiltonian `diag(d/2, -d/2)` of a spin one-half in a field along the z axis. -/
def zeeman (d : ℝ) : Matrix (Fin 2) (Fin 2) ℂ := !![(d : ℂ) / 2, 0; 0, -((d : ℂ) / 2)]
```

The field along $z$ breaks time reversal, and $d$ is now the Zeeman splitting.

```lean
/-- The unitary part of time reversal for a spin one-half. -/
def spinFlip : Matrix (Fin 2) (Fin 2) ℂ := !![0, 1; -1, 0]
```

This is $U=i\sigma_y$, the usual choice up to a phase.

```lean
/-- The matrix `spinFlip` is unitary with `U conj(U) = -1`, and for `d ≥ 0` the Hamiltonian
`zeeman d` is Hermitian with symmetry defect of norm exactly `d`. -/
theorem approximate_kramers_witness {d : ℝ} (hd : 0 ≤ d) :
    spinFlip ∈ unitaryGroup (Fin 2) ℂ ∧ spinFlip * spinFlip.map star = -1 ∧
      (zeeman d).IsHermitian ∧ ‖defect (zeeman d) spinFlip‖ = d := by
  refine ⟨?_, ?_, ?_, ?_⟩
  · rw [mem_unitaryGroup_iff, Matrix.star_eq_conjTranspose]
    ext i j
    fin_cases i <;> fin_cases j <;> simp [spinFlip, Matrix.mul_apply, Fin.sum_univ_succ]
  · ext i j
    fin_cases i <;> fin_cases j <;> simp [spinFlip, Matrix.mul_apply, Fin.sum_univ_succ]
  · ext i j
    fin_cases i <;> fin_cases j <;> simp [zeeman]
  · have hz : (zeeman d).map star = zeeman d := by
      ext i j
      change star (zeeman d i j) = zeeman d i j
      fin_cases i <;> fin_cases j <;> simp [zeeman]
    have hA : defect (zeeman d) spinFlip = !![0, (d : ℂ); (d : ℂ), 0] := by
      rw [defect, hz]
      ext i j
      fin_cases i <;> fin_cases j <;> simp [zeeman, spinFlip]
    have hsq : (!![0, (d : ℂ); (d : ℂ), 0])ᴴ * !![0, (d : ℂ); (d : ℂ), 0]
        = diagonal (fun _ : Fin 2 => (d : ℂ) ^ 2) := by
      ext i j
      fin_cases i <;> fin_cases j <;> simp [Matrix.mul_apply, Fin.sum_univ_succ, sq]
    have h := Matrix.l2_opNorm_conjTranspose_mul_self !![0, (d : ℂ); (d : ℂ), 0]
    rw [hsq, Matrix.l2_opNorm_diagonal, pi_norm_const, norm_pow, Complex.norm_real,
      Real.norm_eq_abs, sq_abs, ← sq] at h
    rw [hA]
    exact ((sq_eq_sq₀ hd (norm_nonneg _)).1 h).symm
```

All the conditions on $U$ and $H$ hold, with a defect of norm exactly $d$. Multiplying out,
$$D=\begin{pmatrix}0&d\\ d&0\end{pmatrix},\qquad D^\dagger D=d^2\,\mathbb 1 ,$$
so $\|D\|=d$. These are `hA` and `hsq`, followed by the identity $\|D^\dagger D\|=\|D\|^2$.

```lean
/-- For `d ≥ 0` the two levels of `zeeman d` are exactly `d` apart. -/
theorem zeeman_splitting {d : ℝ} (hd : 0 ≤ d) (hH : (zeeman d).IsHermitian) :
    |hH.eigenvalues 0 - hH.eigenvalues 1| = d := by
  -- trace and determinant fix the sum and the product of the levels
  have t : (zeeman d).trace = (hH.eigenvalues 0 : ℂ) + (hH.eigenvalues 1 : ℂ) :=
    hH.trace_eq_sum_eigenvalues.trans (Fin.sum_univ_two _)
  have p : (zeeman d).det = (hH.eigenvalues 0 : ℂ) * (hH.eigenvalues 1 : ℂ) :=
    hH.det_eq_prod_eigenvalues.trans (Fin.prod_univ_two _)
  have t0 : (zeeman d).trace = ((0 : ℝ) : ℂ) := by
    simp [zeeman, Matrix.trace_fin_two]
  have p0 : (zeeman d).det = ((-(d ^ 2 / 4) : ℝ) : ℂ) := by
    rw [zeeman, Matrix.det_fin_two_of]
    push_cast
    ring
  rw [t0] at t
  rw [p0] at p
  have t1 : 0 = hH.eigenvalues 0 + hH.eigenvalues 1 := by exact_mod_cast t
  have p1 : -(d ^ 2 / 4) = hH.eigenvalues 0 * hH.eigenvalues 1 := by exact_mod_cast p
  refine (sq_eq_sq₀ (abs_nonneg _) hd).1 ?_
  rw [sq_abs]
  linear_combination (-(hH.eigenvalues 0 + hH.eigenvalues 1)) * t1 + 4 * p1

end

end ApproximateKramers
```

The trace gives $\varepsilon_0+\varepsilon_1=0$ and the determinant gives $\varepsilon_0\varepsilon_1=-d^2/4$. Hence
$$(\varepsilon_0-\varepsilon_1)^2=(\varepsilon_0+\varepsilon_1)^2-4\varepsilon_0\varepsilon_1=d^2 .$$
For $d>0$, any tolerance smaller than the defect norm would find only one level near each eigenvalue of this spin, so the bound in the theorem cannot be lowered by a constant factor.

```lean
#print axioms ApproximateKramers.approximate_kramers
#print axioms ApproximateKramers.zeeman_splitting
```

```
'ApproximateKramers.approximate_kramers' depends on axioms: [propext, Classical.choice, Quot.sound]
'ApproximateKramers.zeeman_splitting' depends on axioms: [propext, Classical.choice, Quot.sound]
```
